# A spectator of equal dimension turns the pure-state constrained search into the ensemble search

Take two levels, and ask for a state in which level 0 has occupation $1/2$ and the coherence between the levels vanishes. A pure state with amplitudes $a,b$ needs $|a|^2=1/2$ and $a^*b=0$. Hence $b=0$, and the norm is wrong. The equal mixture of the two levels meets both conditions. So does a pure state of two copies, $(|00\rangle+|11\rangle)/\sqrt2$, when only the first copy is observed. A third level that costs energy gives the single system a way to meet the conditions too, but at a price that the doubled system avoids.

## States, densities and the two searches

```lean
import Mathlib

open Matrix
open scoped Kronecker ComplexOrder

namespace PurifiedConstrainedSearch

noncomputable section

variable {s n ι : Type*} [Fintype s] [Fintype n] [DecidableEq n]
```

The finite types `s` and `n` label basis states, and `n` has $m$ elements. The type `ι` labels the constraints.

```lean
/-- The real part of the expectation value of `A` in the pure state `ψ`. -/
def expect (A : Matrix s s ℂ) (ψ : s → ℂ) : ℝ := (star ψ ⬝ᵥ (A *ᵥ ψ)).re
```

This is $\mathrm{Re}\,\langle\psi|A|\psi\rangle$, where a state is its list of amplitudes.

```lean
/-- The real part of the ensemble average `tr (Γ A)`. -/
def ensExpect (A Γ : Matrix s s ℂ) : ℝ := (Γ * A).trace.re
```

The ensemble average is $\mathrm{Re}\,\mathrm{tr}(\Gamma A)$.

```lean
/-- A density matrix is positive semidefinite and has trace one. -/
def IsDensityMatrix (Γ : Matrix s s ℂ) : Prop := Γ.PosSemidef ∧ Γ.trace = 1
```

`PosSemidef` means Hermitian with no negative eigenvalue.

```lean
/-- The energies of all normalised pure states with density `ρ`. -/
def pureEnergies (H : Matrix s s ℂ) (N : ι → Matrix s s ℂ) (ρ : ι → ℝ) : Set ℝ :=
  {e | ∃ ψ : s → ℂ, ∑ x, ‖ψ x‖ ^ 2 = 1 ∧ (∀ i, expect (N i) ψ = ρ i) ∧ expect H ψ = e}
```

This is the set of energies $\langle H\rangle$ reached by normalised $\psi$ with $\langle N_i\rangle=\rho_i$ for every $i$. A "density" here is any list of prescribed averages. Site occupations are one choice.

```lean
/-- The energies of all density matrices with density `ρ`. -/
def ensEnergies (H : Matrix s s ℂ) (N : ι → Matrix s s ℂ) (ρ : ι → ℝ) : Set ℝ :=
  {e | ∃ Γ, IsDensityMatrix Γ ∧ (∀ i, ensExpect (N i) Γ = ρ i) ∧ ensExpect H Γ = e}
```

This is the corresponding set of energies for density matrices in place of pure states.

```lean
/-- The pure-state constrained-search functional. -/
def FLL (H : Matrix s s ℂ) (N : ι → Matrix s s ℂ) (ρ : ι → ℝ) : ℝ := sInf (pureEnergies H N ρ)
```

$F_{LL}(\rho)$ is the infimum of the pure-state energies. For lattice electrons, let `s` label the Slater determinants of fixed electron number, `H` be the kinetic plus interaction energy without the external potential, and `N i` be the site occupations. Then $F_{LL}$ is the Levy–Lieb functional of that model, which gives the subscript. Lean assigns the empty set of reals the infimum 0, so the value is an energy only if some state has density $\rho$.

```lean
/-- The ensemble constrained-search functional. -/
def Fens (H : Matrix s s ℂ) (N : ι → Matrix s s ℂ) (ρ : ι → ℝ) : ℝ := sInf (ensEnergies H N ρ)
```

$F_{ens}(\rho)$ is the corresponding infimum over ensembles.

```lean
/-- The reduced density matrix of the first factor: the partial trace over the spectator. -/
def reduced (ψ : n × n → ℂ) : Matrix n n ℂ :=
  Matrix.of fun i j => ∑ k, ψ (i, k) * star (ψ (j, k))
```

The partial trace over the second factor is $\Gamma_{ij}=\sum_k\psi(i,k)\,\psi(j,k)^*$.

## Averages seen by the first factor

```lean
/-- Pure-state and ensemble averages of a Hermitian observable have no imaginary part. -/
theorem hermitian_averages_real {A Γ : Matrix s s ℂ} (hA : A.IsHermitian)
    (hΓ : Γ.IsHermitian) (ψ : s → ℂ) :
    (star ψ ⬝ᵥ (A *ᵥ ψ)).im = 0 ∧ (Γ * A).trace.im = 0 := by
  constructor
  · have h : star (star ψ ⬝ᵥ (A *ᵥ ψ)) = star ψ ⬝ᵥ (A *ᵥ ψ) := by
      simp only [dotProduct, Matrix.mulVec, star_sum, star_mul', Pi.star_apply, star_star,
        Finset.mul_sum]
      rw [Finset.sum_comm]
      refine Finset.sum_congr rfl fun a _ => Finset.sum_congr rfl fun b _ => ?_
      rw [hA.apply a b]
      ring
    exact Complex.conj_eq_iff_im.1 h
  · have h : star (Γ * A).trace = (Γ * A).trace := by
      rw [← Matrix.trace_conjTranspose, Matrix.conjTranspose_mul, hA.eq, hΓ.eq,
        Matrix.trace_mul_comm]
    exact Complex.conj_eq_iff_im.1 h
```

For Hermitian $A$ and $\Gamma$, taking real parts discards nothing. Conjugation gives
$$\Big(\sum_{ab}\psi_a^*A_{ab}\psi_b\Big)^*=\sum_{ab}\psi_b^*A_{ba}\psi_a,$$
which is the original sum with its labels exchanged. Likewise $\mathrm{tr}(\Gamma A)^*=\mathrm{tr}(A\Gamma)=\mathrm{tr}(\Gamma A)$. The later equality of the searches needs no Hermiticity, but its reading in terms of observables does.

```lean
/-- An observable of the first factor has the same average in `ψ` as in its reduced density
matrix. -/
theorem expect_spectator (A : Matrix n n ℂ) (ψ : n × n → ℂ) :
    expect (A ⊗ₖ (1 : Matrix n n ℂ)) ψ = ensExpect A (reduced ψ) := by
  unfold expect ensExpect
  congr 1
  simp only [dotProduct, Matrix.mulVec, Fintype.sum_prod_type, Matrix.kroneckerMap_apply,
    Matrix.one_apply, Matrix.trace, Matrix.diag_apply, Matrix.mul_apply, reduced,
    Matrix.of_apply, Pi.star_apply, mul_ite, mul_one, mul_zero, ite_mul, zero_mul,
    Finset.sum_ite_eq, Finset.mem_univ, if_true, Finset.mul_sum, Finset.sum_mul]
  symm
  rw [Finset.sum_comm]
  refine Finset.sum_congr rfl fun i _ => ?_
  rw [Finset.sum_comm]
  refine Finset.sum_congr rfl fun k _ => Finset.sum_congr rfl fun j _ => ?_
  ring
```

The symbol `⊗ₖ` is the Kronecker product. The identity on the spectator forces equal second labels:
$$\langle\psi|A\otimes1|\psi\rangle=\sum_{ijk}\psi(i,k)^*A_{ij}\,\psi(j,k)=\sum_{ij}\Gamma_{ji}A_{ij}=\mathrm{tr}(\Gamma A).$$
In the proof, `simp only` expands both sides into sums, `Finset.sum_comm` reorders them, and `ring` matches the summands.

```lean
omit [DecidableEq n] in
/-- The trace of the reduced density matrix is the squared norm of the state. -/
theorem trace_reduced (ψ : n × n → ℂ) :
    (reduced ψ).trace = ((∑ x, ‖ψ x‖ ^ 2 : ℝ) : ℂ) := by
  simp only [Matrix.trace, Matrix.diag_apply, reduced, Matrix.of_apply, Fintype.sum_prod_type]
  push_cast
  exact Finset.sum_congr rfl fun i _ => Finset.sum_congr rfl fun k _ => Complex.mul_conj' _
```

Setting $i=j$ and summing gives $\mathrm{tr}\,\Gamma=\sum_{ik}|\psi(i,k)|^2$, so a normalised state has a reduced matrix of trace one.

## Purification and equality of the searches

```lean
/-- Every positive semidefinite matrix is the reduced density matrix of a vector of the doubled
system. -/
theorem exists_purification {Γ : Matrix n n ℂ} (hΓ : Γ.PosSemidef) :
    ∃ ψ : n × n → ℂ, reduced ψ = Γ := by
  have hH := hΓ.isHermitian
  let U : Matrix n n ℂ := hH.eigenvectorUnitary
  have hU : U * star U = 1 := Matrix.mem_unitaryGroup_iff.1 hH.eigenvectorUnitary.2
  -- the columns of `U` are eigenvectors
  have hcol : Γ * U = U * Matrix.diagonal (fun k => (hH.eigenvalues k : ℂ)) := by
    ext i k
    have h := congrFun (hH.mulVec_eigenvectorBasis k) i
    rw [Matrix.mul_diagonal, Matrix.mul_apply, mul_comm (U i k)]
    simpa [Matrix.mulVec, dotProduct, U, Matrix.IsHermitian.eigenvectorUnitary_apply] using h
  have hdec : Γ = U * Matrix.diagonal (fun k => (hH.eigenvalues k : ℂ)) * star U := by
    rw [← hcol, Matrix.mul_assoc, hU, Matrix.mul_one]
  -- weight each eigenvector by the square root of its occupation
  refine ⟨fun p => U p.1 p.2 * (Real.sqrt (hH.eigenvalues p.2) : ℂ), Eq.trans ?_ hdec.symm⟩
  ext i j
  rw [Matrix.mul_apply]
  simp only [reduced, Matrix.of_apply, Matrix.mul_diagonal, Matrix.star_apply]
  refine Finset.sum_congr rfl fun k _ => ?_
  have hs : (Real.sqrt (hH.eigenvalues k) : ℂ) * (Real.sqrt (hH.eigenvalues k) : ℂ)
      = (hH.eigenvalues k : ℂ) := by
    rw [← Complex.ofReal_mul, Real.mul_self_sqrt (hΓ.eigenvalues_nonneg k)]
  have hc : star (Real.sqrt (hH.eigenvalues k) : ℂ) = (Real.sqrt (hH.eigenvalues k) : ℂ) :=
    Complex.conj_ofReal _
  rw [star_mul', hc]
  linear_combination (U i k * star (U j k)) * hs
```

Diagonalise $\Gamma=U\,\mathrm{diag}(\lambda_k)\,U^\dagger$ with $\lambda_k\ge0$, and set $\psi(i,k)=U_{ik}\sqrt{\lambda_k}$. Then
$$\sum_k\psi(i,k)\psi(j,k)^*=\sum_kU_{ik}\lambda_kU_{jk}^*=\Gamma_{ij}.$$
In the code, `hcol` is the eigenvalue equation, `hdec` the spectral decomposition, and `hs` the identity $\sqrt{\lambda_k}\sqrt{\lambda_k}=\lambda_k$.

For example, let $\Gamma$ have diagonal entries $1/2$ and off-diagonal entries $1/4$. Its eigenvalues are $3/4$ and $1/4$, with eigenvectors $(1,\pm1)/\sqrt2$. The amplitudes are $\psi(0,0)=\psi(1,0)=\sqrt{3/8}$ and $\psi(0,1)=-\psi(1,1)=\sqrt{1/8}$. They return $\Gamma_{00}=3/8+1/8=1/2$ and $\Gamma_{01}=3/8-1/8=1/4$.

```lean
/-- Pure states of the doubled system and density matrices of the original system with the same
density reach the same energies. -/
theorem pureEnergies_doubled (H : Matrix n n ℂ) (N : ι → Matrix n n ℂ) (ρ : ι → ℝ) :
    pureEnergies (H ⊗ₖ (1 : Matrix n n ℂ)) (fun i => N i ⊗ₖ (1 : Matrix n n ℂ)) ρ
      = ensEnergies H N ρ := by
  ext e
  constructor
  · rintro ⟨ψ, h1, h2, h3⟩
    have hM : reduced ψ = (Matrix.of fun i k => ψ (i, k)) * (Matrix.of fun i k => ψ (i, k))ᴴ := by
      ext i j
      simp [reduced, Matrix.mul_apply]
    refine ⟨reduced ψ, ⟨?_, ?_⟩, fun i => ?_, ?_⟩
    · rw [hM]
      exact Matrix.posSemidef_self_mul_conjTranspose _
    · rw [trace_reduced, h1, Complex.ofReal_one]
    · rw [← expect_spectator]
      exact h2 i
    · rw [← expect_spectator]
      exact h3
  · rintro ⟨Γ, ⟨hp, ht⟩, h2, h3⟩
    obtain ⟨ψ, rfl⟩ := exists_purification hp
    refine ⟨ψ, ?_, fun i => (expect_spectator _ _).trans (h2 i), (expect_spectator _ _).trans h3⟩
    rw [trace_reduced] at ht
    exact_mod_cast ht
```

The two energy sets are equal, which the proof shows by two inclusions. Given $\psi$, write $M_{ik}=\psi(i,k)$. Its reduced matrix $MM^\dagger$ is positive semidefinite, has trace one, and gives the same averages. Given $\Gamma$, a purification has the same averages and unit norm.

For $m=1$ the spectator adds nothing: $\psi$ is a single phase, its reduced matrix is 1, and both searches see only that state.

```lean
/-- The pure-state search attains its minimum at every density of a normalised pure state. -/
theorem pure_search_attained (H : Matrix s s ℂ) (N : ι → Matrix s s ℂ) (ρ : ι → ℝ)
    (hne : (pureEnergies H N ρ).Nonempty) : IsLeast (pureEnergies H N ρ) (FLL H N ρ) := by
  have hc : ∀ A : Matrix s s ℂ, Continuous (expect A) := fun A => by
    refine Complex.continuous_re.comp ?_
    simp only [dotProduct, Matrix.mulVec, Pi.star_apply]
    exact continuous_finsetSum _ fun i _ => (continuous_apply i).star.mul
      (continuous_finsetSum _ fun j _ => continuous_const.mul (continuous_apply j))
  have h1 : IsClosed {ψ : s → ℂ | ∑ x, ‖ψ x‖ ^ 2 = 1} :=
    isClosed_eq (continuous_finsetSum _ fun i _ => (continuous_apply i).norm.pow 2)
      continuous_const
  have h2 : IsClosed {ψ : s → ℂ | ∀ i, expect (N i) ψ = ρ i} := by
    simp only [Set.ofPred_forall]
    exact isClosed_iInter fun i => isClosed_eq (hc _) continuous_const
  -- the constrained part of the unit sphere is compact
  have hK : IsCompact ({ψ : s → ℂ | ∑ x, ‖ψ x‖ ^ 2 = 1} ∩ {ψ | ∀ i, expect (N i) ψ = ρ i}) := by
    refine Metric.isCompact_of_isClosed_isBounded (h1.inter h2)
      ((Metric.isBounded_closedBall (x := (0 : s → ℂ)) (r := 1)).subset ?_)
    rintro ψ ⟨hψ, -⟩
    rw [mem_closedBall_zero_iff, pi_norm_le_iff_of_nonneg zero_le_one]
    intro i
    have hi : ‖ψ i‖ ^ 2 ≤ ∑ x, ‖ψ x‖ ^ 2 :=
      Finset.single_le_sum (f := fun x => ‖ψ x‖ ^ 2) (fun x _ => sq_nonneg _) (Finset.mem_univ i)
    have hψ' : ∑ x, ‖ψ x‖ ^ 2 = 1 := hψ
    nlinarith [norm_nonneg (ψ i)]
  have himg : pureEnergies H N ρ = expect H ''
      ({ψ : s → ℂ | ∑ x, ‖ψ x‖ ^ 2 = 1} ∩ {ψ | ∀ i, expect (N i) ψ = ρ i}) := by
    ext e
    constructor
    · rintro ⟨ψ, a, b, c⟩
      exact ⟨ψ, ⟨a, b⟩, c⟩
    · rintro ⟨ψ, ⟨a, b⟩, c⟩
      exact ⟨ψ, a, b, c⟩
  unfold FLL
  rw [himg] at hne ⊢
  exact (hK.image (hc H)).isLeast_sInf hne
```

`IsLeast S a` says that $a$ belongs to $S$ and is a lower bound of it. Averages are continuous in the amplitudes, so the normalisation and the constraints define a closed set. Each $|\psi_i|\le1$, so the set is also bounded, and in finite dimension it is compact (`hK`). Its image under the continuous energy is the set of admissible energies (`himg`). A nonempty compact set of reals contains its infimum.

```lean
/-- At every ensemble density, the pure-state search of the system with an inert spectator of equal
dimension equals the ensemble search of the system alone, and both searches attain their minimum. -/
theorem purified_search_eq_ensemble_search (H : Matrix n n ℂ) (N : ι → Matrix n n ℂ) (ρ : ι → ℝ)
    (hρ : ∃ Γ, IsDensityMatrix Γ ∧ ∀ i, ensExpect (N i) Γ = ρ i) :
    FLL (H ⊗ₖ (1 : Matrix n n ℂ)) (fun i => N i ⊗ₖ (1 : Matrix n n ℂ)) ρ = Fens H N ρ ∧
    IsLeast (pureEnergies (H ⊗ₖ (1 : Matrix n n ℂ)) (fun i => N i ⊗ₖ (1 : Matrix n n ℂ)) ρ)
      (Fens H N ρ) ∧
    IsLeast (ensEnergies H N ρ) (Fens H N ρ) := by
  have hs := pureEnergies_doubled H N ρ
  have hF : FLL (H ⊗ₖ (1 : Matrix n n ℂ)) (fun i => N i ⊗ₖ (1 : Matrix n n ℂ)) ρ = Fens H N ρ :=
    congrArg sInf hs
  obtain ⟨Γ, hΓ, hd⟩ := hρ
  have hl := pure_search_attained (H ⊗ₖ (1 : Matrix n n ℂ))
    (fun i => N i ⊗ₖ (1 : Matrix n n ℂ)) ρ (by rw [hs]; exact ⟨_, Γ, hΓ, hd, rfl⟩)
  rw [hF] at hl
  refine ⟨hF, hl, ?_⟩
  rw [hs] at hl
  exact hl
```

The hypothesis `hρ` says that some density matrix of the original system has density $\rho$. Then
$$F_{LL}[H\otimes1,\,N_i\otimes1](\rho)=F_{ens}[H,N_i](\rho),$$
and both minima are attained. The equality follows by taking infima of the two equal sets. Compactness gives the pure-state minimum, and the set equality carries it over to ensembles.

In a finite-basis model, letting the pure state extend over a decoupled, unconstrained spectator of equal dimension therefore changes the pure-state functional at any density where the pure-state and ensemble minima of the system alone differ. The next section gives an example. The spectator has the same dimension, no energy and no constraints of its own; it may be entangled with the system, and no antisymmetry between the factors is imposed.

## Three levels: from 1/2 to 0

```lean
/-- A three-level Hamiltonian in which only level 2 costs energy. -/
def toyH : Matrix (Fin 3) (Fin 3) ℂ := !![0, 0, 0; 0, 0, 0; 0, 0, 1]
```

Levels 0 and 1 are free, and level 2 costs one unit of energy.

```lean
/-- The occupation of level 0 and the two quadratures of the coherence between levels 0 and 1. -/
def toyN : Fin 3 → Matrix (Fin 3) (Fin 3) ℂ :=
  ![!![1, 0, 0; 0, 0, 0; 0, 0, 0], !![0, 1, 0; 1, 0, 0; 0, 0, 0],
    !![0, -Complex.I, 0; Complex.I, 0, 0; 0, 0, 0]]
```

The three observables are the occupation of level 0 and the two quadratures of the 0–1 coherence. The quadratures are not site occupations, so this example does not settle the case of a density made of occupations alone.

```lean
/-- Level 0 is half occupied and the coherence vanishes. -/
def toyρ : Fin 3 → ℝ := ![1 / 2, 0, 0]
```

The prescribed averages are $(1/2,0,0)$.

```lean
/-- The pure-state averages of the three-level observables in terms of the amplitudes. -/
theorem toy_averages (ψ : Fin 3 → ℂ) :
    expect toyH ψ = (ψ 2).re ^ 2 + (ψ 2).im ^ 2 ∧
    expect (toyN 0) ψ = (ψ 0).re ^ 2 + (ψ 0).im ^ 2 ∧
    expect (toyN 1) ψ = 2 * ((ψ 0).re * (ψ 1).re + (ψ 0).im * (ψ 1).im) ∧
    expect (toyN 2) ψ = 2 * ((ψ 0).re * (ψ 1).im - (ψ 0).im * (ψ 1).re) := by
  refine ⟨?_, ?_, ?_, ?_⟩ <;>
    simp [expect, toyH, toyN, Matrix.mulVec, dotProduct, Fin.sum_univ_three] <;> ring
```

In amplitudes, the energy is $|\psi_2|^2$, and the constrained averages are $|\psi_0|^2$, $2\,\mathrm{Re}(\psi_0^*\psi_1)$ and $2\,\mathrm{Im}(\psi_0^*\psi_1)$.

```lean
/-- For the Hermitian three-level observables above, adding an inert three-level spectator lowers
the pure-state functional from 1/2 to 0. -/
theorem spectator_lowers_FLL :
    toyH.IsHermitian ∧ (∀ i, (toyN i).IsHermitian) ∧ FLL toyH toyN toyρ = 1 / 2 ∧
    FLL (toyH ⊗ₖ (1 : Matrix (Fin 3) (Fin 3) ℂ))
      (fun i => toyN i ⊗ₖ (1 : Matrix (Fin 3) (Fin 3) ℂ)) toyρ = 0 := by
  refine ⟨?_, ?_, ?_, ?_⟩
  · exact Matrix.IsHermitian.ext fun i j => by fin_cases i <;> fin_cases j <;> simp [toyH]
  · intro k
    exact Matrix.IsHermitian.ext fun i j => by
      fin_cases k <;> fin_cases i <;> fin_cases j <;> simp [toyN]
  · have hset : pureEnergies toyH toyN toyρ = {1 / 2} := by
      ext e
      rw [Set.mem_singleton_iff]
      constructor
      · rintro ⟨ψ, hn, hd, rfl⟩
        obtain ⟨eH, e0, e1, e2⟩ := toy_averages ψ
        have d0 : (ψ 0).re ^ 2 + (ψ 0).im ^ 2 = 1 / 2 := e0.symm.trans (hd 0)
        have d1 : 2 * ((ψ 0).re * (ψ 1).re + (ψ 0).im * (ψ 1).im) = 0 := e1.symm.trans (hd 1)
        have d2 : 2 * ((ψ 0).re * (ψ 1).im - (ψ 0).im * (ψ 1).re) = 0 := e2.symm.trans (hd 2)
        simp only [Fin.sum_univ_three, Complex.sq_norm, Complex.normSq_apply] at hn
        -- vanishing coherence empties level 1
        have hz : (ψ 1).re ^ 2 + (ψ 1).im ^ 2 = 0 := by
          linear_combination (-2 * ((ψ 1).re ^ 2 + (ψ 1).im ^ 2)) * d0
            + ((ψ 0).re * (ψ 1).re + (ψ 0).im * (ψ 1).im) * d1
            + ((ψ 0).re * (ψ 1).im - (ψ 0).im * (ψ 1).re) * d2
        rw [eH]
        linear_combination hn - d0 - hz
      · rintro rfl
        let φ : Fin 3 → ℂ := ![⟨1 / 2, 1 / 2⟩, 0, ⟨1 / 2, 1 / 2⟩]
        obtain ⟨eH, e0, e1, e2⟩ := toy_averages φ
        have d0 : expect (toyN 0) φ = toyρ 0 := by rw [e0]; norm_num [φ, toyρ]
        have d1 : expect (toyN 1) φ = toyρ 1 := by rw [e1]; simp [φ, toyρ]
        have d2 : expect (toyN 2) φ = toyρ 2 := by rw [e2]; simp [φ, toyρ]
        have p0 : φ 0 = ⟨1 / 2, 1 / 2⟩ := rfl
        have p1 : φ 1 = 0 := rfl
        have p2 : φ 2 = ⟨1 / 2, 1 / 2⟩ := rfl
        refine ⟨φ, ?_, ?_, ?_⟩
        · simp only [Fin.sum_univ_three, Complex.sq_norm, Complex.normSq_apply]
          rw [p0, p1, p2]
          norm_num
        · intro i
          fin_cases i
          · exact d0
          · exact d1
          · exact d2
        · rw [eH, p2]
          norm_num
    unfold FLL
    rw [hset, csInf_singleton]
  · -- the equal mixture of levels 0 and 1 has the required density and no energy
    have hl : IsLeast (ensEnergies toyH toyN toyρ) 0 := by
      constructor
      · refine ⟨Matrix.diagonal ![1 / 2, 1 / 2, 0], ⟨?_, ?_⟩, ?_, ?_⟩
        · refine Matrix.posSemidef_diagonal_iff.2 fun i => ?_
          fin_cases i <;> simp
        · rw [Matrix.trace_diagonal, Fin.sum_univ_three]
          show (1 / 2 : ℂ) + 1 / 2 + 0 = 1
          norm_num
        · intro i
          fin_cases i <;>
            simp [ensExpect, toyN, toyρ, Matrix.trace, Fin.sum_univ_three, Matrix.diagonal_mul]
        · simp [ensExpect, toyH, Matrix.trace, Fin.sum_univ_three, Matrix.diagonal_mul]
      · rintro e ⟨Γ, ⟨hp, -⟩, -, rfl⟩
        have h22 : (0 : ℂ) ≤ Γ 2 2 := hp.diag_nonneg
        have he : ensExpect toyH Γ = (Γ 2 2).re := by
          simp [ensExpect, toyH, Matrix.trace, Fin.sum_univ_three, Matrix.mul_apply]
        rw [he]
        exact (Complex.le_def.1 h22).1
    obtain ⟨Γ, hΓ, hd, -⟩ := hl.1
    rw [(purified_search_eq_ensemble_search toyH toyN toyρ ⟨Γ, hΓ, hd⟩).1]
    exact hl.csInf_eq

end

end PurifiedConstrainedSearch
```

For a pure state of the single system, the constraints give $|\psi_0|^2=1/2$ and $\psi_0^*\psi_1=0$. Hence $|\psi_0|^2|\psi_1|^2=0$ and $|\psi_1|^2=0$, which is `hz`. Normalisation leaves $|\psi_2|^2=1-1/2-0=1/2$, so every admissible state has energy $1/2$. The vector `φ`, with amplitudes $(1+i)/2,\,0,\,(1+i)/2$, shows that such a state exists.

For the doubled system, the proof works with ensembles. The matrix $\mathrm{diag}(1/2,1/2,0)$ has the required density and energy 0. No ensemble does better, because its energy is $\Gamma_{22}\ge0$. The theorem `purified_search_eq_ensemble_search` carries this minimum over to pure states of the doubled system, where $(|00\rangle+|11\rangle)/\sqrt2$ reaches it.

```lean
#print axioms PurifiedConstrainedSearch.hermitian_averages_real
#print axioms PurifiedConstrainedSearch.purified_search_eq_ensemble_search
#print axioms PurifiedConstrainedSearch.spectator_lowers_FLL
```

```
'PurifiedConstrainedSearch.hermitian_averages_real' depends on axioms: [propext, Classical.choice, Quot.sound]
'PurifiedConstrainedSearch.purified_search_eq_ensemble_search' depends on axioms: [propext, Classical.choice, Quot.sound]
'PurifiedConstrainedSearch.spectator_lowers_FLL' depends on axioms: [propext, Classical.choice, Quot.sound]
```
